# The Fourier amplitude of the Laplace integrand for 1/x in logarithmic time is x^(−1−iy) Γ(1+iy)

An inverse energy denominator 1/x can be written as the integral of exp(−xt) over positive t, and putting t = exp(s) turns the integrand into exp(s − x exp(s)) on the whole real line. The theorem states that, for real x > 0 and real y, the integral of this function times exp(iys) over all real s equals x^(−1−iy) Γ(1+iy). Here x is simply a positive number; no Hamiltonian or spectrum enters. The proof takes a Gamma-function integral over positive t from Mathlib, carries it to the s axis by the substitution t = exp(s), and then matches the powers of x and the integrands.

This version doesn't compile in Lean 4 with Mathlib:

```lean
import Mathlib

open MeasureTheory Filter Topology
open scoped Real ComplexConjugate

namespace LaplaceDenominatorAliasing

noncomputable section

/-- The Laplace integrand for the reciprocal `1/x` of an energy denominator `x`, on the logarithmic
time axis `t = exp s`. -/
def laplaceKernel (x s : ℝ) : ℝ := Real.exp (s - x * Real.exp s)

/-- The Fourier amplitude of the Laplace integrand at angular frequency `y`. -/
def fourierAmplitude (x y : ℝ) : ℂ :=
  ∫ s : ℝ, (laplaceKernel x s : ℂ) * Complex.exp (Complex.I * y * s)

/-- The Fourier amplitude of the Laplace integrand is
`x ^ (-1 - i y) Γ(1 + i y)`. -/
theorem fourierAmplitude_eq_Gamma {x : ℝ} (hx : 0 < x) (y : ℝ) :
    fourierAmplitude x y =
      (x : ℂ) ^ (-1 - Complex.I * y) * Complex.Gamma (1 + Complex.I * y) := by
  have h := Complex.integral_cpow_mul_exp_neg_mul_Ioi
    (a := 1 + Complex.I * y) (r := (x : ℂ)) (by simp) (by simpa using hx)
  -- substitute t = exp s, which maps the real line onto the positive half-line
  have hsub := integral_image_eq_integral_abs_deriv_smul (s := Set.univ)
    MeasurableSet.univ (fun s _ => (Real.hasDerivAt_exp s).hasDerivWithinAt)
    Real.exp_injective.injOn
    (fun t : ℝ => (t : ℂ) ^ (1 + Complex.I * y - 1) * Complex.exp (-(x * t)))
  rw [Set.image_univ, Real.range_exp, setIntegral_univ, h] at hsub
  have harg : (x : ℂ).arg ≠ π := by
    rw [Complex.arg_ofReal_of_nonneg hx.le]
    exact Real.pi_ne_zero.symm
  have hpow : (1 / (x : ℂ)) ^ (1 + Complex.I * y) = (x : ℂ) ^ (-1 - Complex.I * y) := by
    rw [one_div, Complex.inv_cpow _ _ harg, ← Complex.cpow_neg]
    congr 1
    ring
  rw [← hpow, hsub, fourierAmplitude]
  refine integral_congr_ae (Eventually.of_forall fun s => ?_)
  have hp : ((Real.exp s : ℝ) : ℂ) ^ (1 + Complex.I * y - 1)
      = Complex.exp (Complex.I * y * s) := by
    rw [Complex.cpow_def_of_ne_zero (by exact_mod_cast (Real.exp_pos s).ne'),
      ← Complex.ofReal_log (Real.exp_pos s).le, Real.log_exp]
    congr 1
    ring
  have hk : (laplaceKernel x s : ℂ)
      = ((Real.exp s : ℝ) : ℂ) * Complex.exp (-(x * (Real.exp s : ℝ))) := by
    rw [laplaceKernel, sub_eq_add_neg, Real.exp_add]
    push_cast
    rfl
  beta_reduce
  rw [hk, hp, abs_of_pos (Real.exp_pos s), Complex.real_smul]
  ring

end

end LaplaceDenominatorAliasing
```

The compiler's answer:

```
Main.lean:24:35: error: Application type mismatch: The argument
  ↑x
has type
  ℂ
but is expected to have type
  ℝ
in the application
  @Complex.integral_cpow_mul_exp_neg_mul_Ioi (1 + Complex.I * ↑y) ↑x
```

This version goes through:

```diff
@@ -22,5 +22,5 @@
       (x : ℂ) ^ (-1 - Complex.I * y) * Complex.Gamma (1 + Complex.I * y) := by
   have h := Complex.integral_cpow_mul_exp_neg_mul_Ioi
-    (a := 1 + Complex.I * y) (r := (x : ℂ)) (by simp) (by simpa using hx)
+    (a := 1 + Complex.I * y) (r := x) (by simp) hx
   -- substitute t = exp s, which maps the real line onto the positive half-line
   have hsub := integral_image_eq_integral_abs_deriv_smul (s := Set.univ)
@@ -48,5 +48,5 @@
     rw [laplaceKernel, sub_eq_add_neg, Real.exp_add]
     push_cast
-    rfl
+    try rfl
   beta_reduce
   rw [hk, hp, abs_of_pos (Real.exp_pos s), Complex.real_smul]
```

Cause. The lemma `Complex.integral_cpow_mul_exp_neg_mul_Ioi` takes a complex exponent `a` but, as the message shows, a real rate `r`. The attempt passed `(r := (x : ℂ))`, the real number `x` already cast to a complex one. Lean does not turn a complex number back into a real one, so the application was rejected.

The repair passes `(r := x)`. The positivity condition on the rate is then just `0 < x`, which is `hx` itself, so `by simpa using hx` gives way to `hx`; this part is a simplification.

The change from `rfl` to `try rfl` has nothing to do with the reported error. It lets the proof go on if `push_cast` has already closed the goal, where a bare `rfl` would fail for want of a goal. The error in `h` stopped the proof before that line, so the messages do not show whether this safeguard was needed.
